# For a positive definite quadratic energy, exact-line-search descent preconditioned by \(P=LL^T\) is plain steepest descent in \(y=L^Tx\)

**Q:** I have a finite network of coupled springs under a constant load. The displacements are \(x\), the stiffness matrix is \(A\), the load is \(b\), and in the harmonic approximation of small displacements equilibrium means \(Ax=b\). Some springs are much stiffer than others, and in my runs steepest descent zigzags. I therefore move along \(P^{-1}(b-Ax)\) with \(P=LL^T\), where \(L\) is invertible. You say this is only steepest descent in other coordinates. Why should even the step lengths agree?

**A:** Because a step length is fixed by the energies along a line, and the change of coordinates preserves them. Take \(A\) real, symmetric and positive definite, and write
\[
E(x)=\tfrac12\,x\cdot Ax-b\cdot x,\qquad r=b-Ax,\qquad d=P^{-1}r .
\]
In the new coordinates set
\[
y=L^Tx,\qquad \hat A=L^{-1}AL^{-T},\qquad \hat b=L^{-1}b .
\]
For any vector \(w\), \((L^Tx)\cdot(L^{-1}w)=x\cdot LL^{-1}w=x\cdot w\). Also \(\hat Ay=L^{-1}AL^{-T}L^Tx=L^{-1}Ax\). The transformed energy is therefore
\[
\hat E(y)=\tfrac12\,(L^Tx)\cdot(L^{-1}Ax)-(L^{-1}b)\cdot(L^Tx)=E(x).
\]

**Q:** That handles the energy. What about the direction?

**A:** The transformed residual is \(\hat r=\hat b-\hat Ay=L^{-1}r\). Since \(P^{-1}=L^{-T}L^{-1}\), the preconditioned direction maps to
\[
L^Td=L^TL^{-T}L^{-1}r=L^{-1}r=\hat r .
\]
Hence \(L^T(x+td)=y+t\hat r\) and \(\hat E(y+t\hat r)=E(x+td)\) for every real \(t\). The two line searches minimise the same function of \(t\). By the symmetry of \(A\),
\[
E(x+td)=E(x)-t\,d\cdot r+\tfrac{t^2}{2}\,d\cdot Ad .
\]
If \(d\neq0\), then \(d\cdot Ad>0\), and the unique minimiser is \(\alpha=d\cdot r/(d\cdot Ad)\). If \(d=0\), neither method moves. So \(y_k=L^Tx_k\) implies \(y_{k+1}=L^Tx_{k+1}\), and induction from \(y_0=L^Tx_0\) gives the result for all \(k\).

**Q:** Now the formal version. What stands for my springs?

**A:** Vectors are functions from a finite index type `n` to the reals, one entry per displacement.

In Lean 4 with Mathlib:

```lean
import Mathlib

open Matrix

namespace PreconditionedSteepestDescent

noncomputable section

variable {n : Type*} [Fintype n]
```

Positive definiteness says that every nonzero displacement costs elastic energy. A network that can drift freely as a whole is excluded.

```lean
/-- A real matrix is symmetric positive definite. -/
def IsSPD (A : Matrix n n ℝ) : Prop :=
  A.IsSymm ∧ ∀ v : n → ℝ, v ≠ 0 → 0 < v ⬝ᵥ A *ᵥ v
```

The energy and the residual, which is the net force, are the ones I used above.

```lean
/-- The quadratic energy `⟨x, A x⟩ / 2 - ⟨b, x⟩`. -/
def energy (A : Matrix n n ℝ) (b x : n → ℝ) : ℝ :=
  1 / 2 * (x ⬝ᵥ A *ᵥ x) - b ⬝ᵥ x

/-- The residual `b - A x` of the linear system `A x = b`. -/
def residual (A : Matrix n n ℝ) (b x : n → ℝ) : n → ℝ := b - A *ᵥ x
```

**Q:** I expected the quotient for \(\alpha\) in the definition of the step.

**A:** The definition states what the line search is meant to achieve: no other point on the line has lower energy. The quotient appears only in a proof, where its denominator is positive.

```lean
/-- The step length `a` minimises the energy on the line through `x` with direction `d`. -/
def IsExactStep (A : Matrix n n ℝ) (b x d : n → ℝ) (a : ℝ) : Prop :=
  ∀ t : ℝ, energy A b (x + a • d) ≤ energy A b (x + t • d)
```

A run is a sequence of iterates with a sequence of step lengths, each step exact and each update obeyed. The direction rule `D` sees only the current point. Conjugate gradients also use the previous direction, so in general no single rule `D` reproduces them from every starting point.

```lean
/-- The iterates `x k` and step lengths `α k` form a descent run with exact line search,
where `D` gives the search direction at each point. -/
structure IsDescentRun (A : Matrix n n ℝ) (b : n → ℝ) (D : (n → ℝ) → (n → ℝ))
    (x : ℕ → n → ℝ) (α : ℕ → ℝ) : Prop where
  exact_step : ∀ k, IsExactStep A b (x k) (D (x k)) (α k)
  update : ∀ k, x (k + 1) = x k + α k • D (x k)
```

**Q:** And what does the main theorem say in these terms?

**A:** `preconditioned_eq_plain` takes any run `x`, `α` for the original energy along \(P^{-1}(b-Ax)\), and any run `y`, `β` for the transformed energy along its own residual. The hypothesis `h0` is \(y_0=L^Tx_0\), and `hL` says that \(\det L\) is invertible; \(L\) need not be triangular. The conclusion is \(y_k=L^Tx_k\) for every \(k\), and \(\beta_k=\alpha_k\) whenever \(Ax_k\neq b\).

**Q:** Why that last condition? You told me the step lengths agree.

**A:** Leaving it out is the slip to watch for. Start both runs at equilibrium. The direction is zero, so every step length is exact: one run may record \(\alpha_0=0\) and the other \(\beta_0=1\). The iterates still agree, but the unconditional equality of steps is false.

**Q:** What is left out?

**A:** Rounding error, inexact line searches, preconditioners that change during the run, and any convergence rate. In electronic structure the theorem applies to a linear solve such as a discretised Poisson equation, provided that the system is finite, real and symmetric positive definite, and that it is solved by this descent method with a fixed preconditioner \(P=LL^T\). Minimising a Rayleigh quotient for an eigenvalue is a different problem, because that energy is not quadratic.

**Q:** Then take me through the proof.

**A:** First comes the parabola. The equality `s` is the symmetry step \(x\cdot Ad=d\cdot Ax\), and `linear_combination` collects the terms after expansion.

```lean
/-- For a symmetric matrix, the energy along a line is a polynomial of degree at most two in the
step length, with the coefficients shown. -/
theorem energy_line {A : Matrix n n ℝ} (hA : A.IsSymm) (b x d : n → ℝ) (t : ℝ) :
    energy A b (x + t • d) =
      energy A b x - t * (d ⬝ᵥ residual A b x) + t ^ 2 / 2 * (d ⬝ᵥ A *ᵥ d) := by
  have s : x ⬝ᵥ A *ᵥ d = d ⬝ᵥ A *ᵥ x := by
    rw [Matrix.dotProduct_mulVec, ← Matrix.mulVec_transpose, hA.eq, dotProduct_comm]
  have c := dotProduct_comm b d
  simp only [energy, residual, Matrix.mulVec_add, Matrix.mulVec_smul, add_dotProduct,
    dotProduct_add, smul_dotProduct, dotProduct_smul, dotProduct_sub, smul_eq_mul]
  linear_combination (t / 2) * s - t * c
```

Next, the exact step exists and is unique for \(d\neq0\). The proof takes \(a\) with \(a\,(d\cdot Ad)=d\cdot r\) and completes the square in `key`:
\[
E(x+td)=E(x+ad)+\tfrac{(t-a)^2}{2}\,d\cdot Ad .
\]
The extra term is never negative, so \(a\) is exact. It is strictly positive for \(t\neq a\), so nothing else is.

```lean
/-- For a symmetric positive definite matrix, every nonzero search direction has exactly one
exact step length. -/
theorem existsUnique_exactStep {A : Matrix n n ℝ} (hA : IsSPD A) (b x : n → ℝ)
    {d : n → ℝ} (hd : d ≠ 0) : ∃! a : ℝ, IsExactStep A b x d a := by
  have hq := hA.2 d hd
  obtain ⟨a, ha⟩ : ∃ a : ℝ, a * (d ⬝ᵥ A *ᵥ d) = d ⬝ᵥ residual A b x :=
    ⟨(d ⬝ᵥ residual A b x) / (d ⬝ᵥ A *ᵥ d), div_mul_cancel₀ _ hq.ne'⟩
  -- complete the square around the vertex of the parabola
  have key : ∀ t : ℝ, energy A b (x + t • d) =
      energy A b (x + a • d) + (t - a) ^ 2 / 2 * (d ⬝ᵥ A *ᵥ d) := by
    intro t
    rw [energy_line hA.1 b x d t, energy_line hA.1 b x d a, ← ha]
    ring
  refine ⟨a, fun t => ?_, fun c hc => ?_⟩
  · have h0 : 0 ≤ (t - a) ^ 2 / 2 * (d ⬝ᵥ A *ᵥ d) := mul_nonneg (by positivity) hq.le
    rw [key t]
    linarith
  · have h1 : energy A b (x + c • d) ≤ energy A b (x + a • d) := hc a
    by_contra hne
    have h2 : c - a ≠ 0 := sub_ne_zero.2 hne
    have h3 : 0 < (c - a) ^ 2 / 2 * (d ⬝ᵥ A *ᵥ d) := mul_pos (by positivity) hq
    have h4 := key c
    linarith
```

**Q:** Your theorem assumes that runs are given. Might there be none?

**A:** There is one from every starting point. Choose an exact step at each point, with zero serving where the direction vanishes, and iterate the update.

```lean
/-- For a symmetric positive definite matrix, a descent run with exact line search exists from
every starting point and for every rule `D` for the search direction. -/
theorem exists_run {A : Matrix n n ℝ} (hA : IsSPD A) (b : n → ℝ)
    (D : (n → ℝ) → (n → ℝ)) (x₀ : n → ℝ) :
    ∃ x α, x 0 = x₀ ∧ IsDescentRun A b D x α := by
  have h : ∀ u, ∃ a : ℝ, IsExactStep A b u (D u) a := by
    intro u
    by_cases hu : D u = 0
    · exact ⟨0, fun t => by simp [hu]⟩
    · exact (existsUnique_exactStep hA b u hu).exists
  choose a ha using h
  refine ⟨fun k => (fun u => u + a u • D u)^[k] x₀,
    fun k => a ((fun u => u + a u • D u)^[k] x₀), rfl, fun k => ha _, fun k => ?_⟩
  exact Function.iterate_succ_apply' _ _ _
```

Two runs with the same rule and the same start also have the same iterates. In the induction, a nonzero direction forces equal steps by uniqueness, and a zero direction leaves both runs in place whatever steps they record.

```lean
/-- For a symmetric positive definite matrix, two exact-line-search runs with the same `b`, the same
direction rule and the same start have the same iterates, and the same step length wherever the
search direction is nonzero. -/
theorem run_unique {A : Matrix n n ℝ} (hA : IsSPD A) {b : n → ℝ}
    {D : (n → ℝ) → (n → ℝ)} {x y : ℕ → n → ℝ} {α β : ℕ → ℝ}
    (hx : IsDescentRun A b D x α) (hy : IsDescentRun A b D y β) (h0 : y 0 = x 0) (k : ℕ) :
    y k = x k ∧ (D (x k) ≠ 0 → β k = α k) := by
  have step : ∀ j, y j = x j → D (x j) ≠ 0 → β j = α j := by
    intro j hj hD
    have h := hy.exact_step j
    rw [hj] at h
    exact (existsUnique_exactStep hA b (x j) hD).unique h (hx.exact_step j)
  have same : y k = x k := by
    induction k with
    | zero => exact h0
    | succ j ih =>
      rw [hy.update j, hx.update j, ih]
      by_cases hD : D (x j) = 0
      · simp [hD]
      · rw [step j ih hD]
  exact ⟨same, step k same⟩
```

**Q:** So far there is no preconditioner.

**A:** It enters now, as the direction \(P^{-1}r\) and the matrix \(\hat A\), called `splitMatrix`.

```lean
variable [DecidableEq n]

/-- The preconditioned search direction `P⁻¹ (b - A x)`. -/
def precondDir (P A : Matrix n n ℝ) (b x : n → ℝ) : n → ℝ := P⁻¹ *ᵥ residual A b x

/-- The transformed matrix `L⁻¹ A L⁻ᵀ`. -/
def splitMatrix (L A : Matrix n n ℝ) : Matrix n n ℝ := L⁻¹ * A * (L⁻¹)ᵀ
```

Three lemmas carry the algebra done by hand: \(L^{-T}L^Tu=u\), then \(\hat AL^Tx=L^{-1}Ax\), then \((L^Tx)\cdot(L^{-1}w)=x\cdot w\).

```lean
variable {L : Matrix n n ℝ}

lemma inv_transpose_cancel (hL : IsUnit L.det) (u : n → ℝ) :
    (L⁻¹)ᵀ *ᵥ (Lᵀ *ᵥ u) = u := by
  rw [Matrix.mulVec_mulVec, ← Matrix.transpose_mul, Matrix.mul_nonsing_inv L hL,
    Matrix.transpose_one, Matrix.one_mulVec]

lemma splitMatrix_mulVec (hL : IsUnit L.det) (A : Matrix n n ℝ) (x : n → ℝ) :
    splitMatrix L A *ᵥ (Lᵀ *ᵥ x) = L⁻¹ *ᵥ (A *ᵥ x) := by
  rw [splitMatrix, ← Matrix.mulVec_mulVec, ← Matrix.mulVec_mulVec, inv_transpose_cancel hL]

lemma dot_transform (hL : IsUnit L.det) (x w : n → ℝ) :
    (Lᵀ *ᵥ x) ⬝ᵥ (L⁻¹ *ᵥ w) = x ⬝ᵥ w := by
  rw [Matrix.mulVec_transpose, ← Matrix.dotProduct_mulVec, Matrix.mulVec_mulVec,
    Matrix.mul_nonsing_inv L hL, Matrix.one_mulVec]
```

**Q:** Uniqueness needed positive definiteness. Does \(\hat A\) have it?

**A:** Yes. Its symmetry follows by transposing the product. For \(v\neq0\), put \(w=L^{-T}v\). Then \(w\neq0\), because \(L^Tw=v\), and \(v\cdot\hat Av=w\cdot Aw>0\).

```lean
/-- The transformed matrix `L⁻¹ A L⁻ᵀ` is symmetric positive definite when `A` is. -/
theorem splitMatrix_spd (hL : IsUnit L.det) {A : Matrix n n ℝ} (hA : IsSPD A) :
    IsSPD (splitMatrix L A) := by
  refine ⟨?_, fun v hne => ?_⟩
  · change (L⁻¹ * A * (L⁻¹)ᵀ)ᵀ = L⁻¹ * A * (L⁻¹)ᵀ
    rw [Matrix.transpose_mul, Matrix.transpose_mul, Matrix.transpose_transpose, hA.1.eq,
      Matrix.mul_assoc]
  · have hv : Lᵀ *ᵥ ((L⁻¹)ᵀ *ᵥ v) = v := by
      rw [Matrix.mulVec_mulVec, ← Matrix.transpose_mul, Matrix.nonsing_inv_mul L hL,
        Matrix.transpose_one, Matrix.one_mulVec]
    have hw : (L⁻¹)ᵀ *ᵥ v ≠ 0 := by
      intro h
      apply hne
      rw [← hv, h, Matrix.mulVec_zero]
    have h := hA.2 _ hw
    rwa [← dot_transform hL, ← splitMatrix_mulVec hL, hv] at h
```

The next two theorems are the identities \(\hat E(L^Tx)=E(x)\) and \(\hat r=L^Td\).

```lean
/-- The energy of the transformed system at `Lᵀ x` equals the original energy at `x`. -/
theorem energy_transform (hL : IsUnit L.det) (A : Matrix n n ℝ) (b x : n → ℝ) :
    energy (splitMatrix L A) (L⁻¹ *ᵥ b) (Lᵀ *ᵥ x) = energy A b x := by
  rw [energy, energy, splitMatrix_mulVec hL, dot_transform hL,
    dotProduct_comm (L⁻¹ *ᵥ b), dot_transform hL, dotProduct_comm x b]

/-- The map `Lᵀ` carries the preconditioned direction at `x` to the residual of the
transformed system at `Lᵀ x`. -/
theorem direction_transform (hL : IsUnit L.det) (A : Matrix n n ℝ) (b x : n → ℝ) :
    residual (splitMatrix L A) (L⁻¹ *ᵥ b) (Lᵀ *ᵥ x) =
      Lᵀ *ᵥ precondDir (L * Lᵀ) A b x := by
  have hT : IsUnit (Lᵀ).det := by rwa [Matrix.det_transpose]
  rw [precondDir, Matrix.mul_inv_rev, Matrix.mulVec_mulVec, ← Matrix.mul_assoc,
    Matrix.mul_nonsing_inv _ hT, Matrix.one_mul, residual, residual,
    splitMatrix_mulVec hL, Matrix.mulVec_sub]
```

**Q:** And these turn one run into the other?

**A:** In both directions. In `run_iff`, `hlin` says that \(L^T\) maps lines to lines with the same parameter \(t\), and `hex` concludes that a step is exact in one set of variables if and only if it is exact in the other. The updates correspond through \(L^T\), and for the converse \(L^{-T}\) undoes the map. This equivalence uses only the invertibility of \(L\), not the positive definiteness of \(A\). The words "steepest descent" in its description do assume that \(A\) is symmetric, because only then is the residual minus the gradient of the energy at every point.

```lean
/-- Iterates `x k` with steps `α k` are a preconditioned run exactly when `Lᵀ x k` with the
same steps are a plain steepest descent run for the transformed system. -/
theorem run_iff (hL : IsUnit L.det) (A : Matrix n n ℝ) (b : n → ℝ)
    (x : ℕ → n → ℝ) (α : ℕ → ℝ) :
    IsDescentRun A b (precondDir (L * Lᵀ) A b) x α ↔
      IsDescentRun (splitMatrix L A) (L⁻¹ *ᵥ b) (residual (splitMatrix L A) (L⁻¹ *ᵥ b))
        (fun k => Lᵀ *ᵥ x k) α := by
  have hlin : ∀ (u d : n → ℝ) (t : ℝ), Lᵀ *ᵥ u + t • (Lᵀ *ᵥ d) = Lᵀ *ᵥ (u + t • d) := by
    intro u d t
    rw [Matrix.mulVec_add, Matrix.mulVec_smul]
  -- exactness of a step is the same statement in both sets of variables
  have hex : ∀ (u d : n → ℝ) (t : ℝ),
      IsExactStep (splitMatrix L A) (L⁻¹ *ᵥ b) (Lᵀ *ᵥ u) (Lᵀ *ᵥ d) t ↔
        IsExactStep A b u d t := by
    intro u d t
    simp only [IsExactStep, hlin, energy_transform hL]
  constructor
  · intro h
    refine ⟨fun k => ?_, fun k => ?_⟩
    · rw [direction_transform hL, hex]
      exact h.exact_step k
    · rw [direction_transform hL, hlin, h.update k]
  · intro h
    refine ⟨fun k => ?_, fun k => ?_⟩
    · have h1 := h.exact_step k
      beta_reduce at h1
      rwa [direction_transform hL, hex] at h1
    · have h1 := h.update k
      beta_reduce at h1
      rw [direction_transform hL, hlin] at h1
      rw [← inv_transpose_cancel hL (x (k + 1)), h1, inv_transpose_cancel hL]
```

**Q:** Then why is the main theorem more than that equivalence?

**A:** The equivalence says that \(L^Tx_k\) is a plain run. The main theorem compares it with a plain run `y` computed independently, so it also needs `run_unique`, applied to \(\hat A\). That gives equal iterates, and equal steps where \(\hat r\neq0\). The closing lines translate this condition: \(\hat r=L^{-1}(b-Ax_k)\), so if \(\hat r\) vanishes, multiplying by \(L\) gives \(Ax_k=b\).

```lean
/-- Let `A` be symmetric positive definite and `L` invertible. With exact line searches,
preconditioned steepest descent with `P = L Lᵀ` and plain steepest descent for `L⁻¹ A L⁻ᵀ y = L⁻¹
b`, started at `y 0 = Lᵀ x 0`, satisfy `y k = Lᵀ x k` for all `k`, with equal step lengths as long
as `x k` does not solve `A x = b`. -/
theorem preconditioned_eq_plain (hL : IsUnit L.det) {A : Matrix n n ℝ} (hA : IsSPD A)
    {b : n → ℝ} {x y : ℕ → n → ℝ} {α β : ℕ → ℝ}
    (hx : IsDescentRun A b (precondDir (L * Lᵀ) A b) x α)
    (hy : IsDescentRun (splitMatrix L A) (L⁻¹ *ᵥ b)
      (residual (splitMatrix L A) (L⁻¹ *ᵥ b)) y β)
    (h0 : y 0 = Lᵀ *ᵥ x 0) (k : ℕ) :
    y k = Lᵀ *ᵥ x k ∧ (A *ᵥ x k ≠ b → β k = α k) := by
  obtain ⟨h1, h2⟩ := run_unique (splitMatrix_spd hL hA) ((run_iff hL A b x α).1 hx) hy h0 k
  refine ⟨h1, fun hne => h2 fun hz => hne ?_⟩
  -- a vanishing transformed residual forces the original residual to vanish
  beta_reduce at hz
  rw [residual, splitMatrix_mulVec hL, ← Matrix.mulVec_sub] at hz
  have h3 : b - A *ᵥ x k = 0 := by
    rw [← Matrix.one_mulVec (b - A *ᵥ x k), ← Matrix.mul_nonsing_inv L hL,
      ← Matrix.mulVec_mulVec, hz, Matrix.mulVec_zero]
  exact (sub_eq_zero.1 h3).symm

end

end PreconditionedSteepestDescent
```

```lean
#print axioms PreconditionedSteepestDescent.exists_run
#print axioms PreconditionedSteepestDescent.preconditioned_eq_plain
```

```
'PreconditionedSteepestDescent.exists_run' depends on axioms: [propext, Classical.choice, Quot.sound]
'PreconditionedSteepestDescent.preconditioned_eq_plain' depends on axioms: [propext, Classical.choice, Quot.sound]
```

**Q:** So if my preconditioned code and your transformed code disagree before equilibrium, I can't blame the change of coordinates.

**A:** Not in exact arithmetic, with matching starts and exact line searches. I would check those first, and then whether both codes use the same \(L\), with the transpose in the same place.
